# Averaging over a finite group of linear and conjugate-linear maps gives an inner product that makes them unitary or antiunitary

When basis functions are sorted by a magnetic point group, it is convenient for the symmetry matrices to be unitary, with a complex conjugation attached to each operation that includes time reversal. In a skewed or unevenly scaled basis they generally are not. If the symmetries preserve the physical inner product and the overlap matrix of the basis is known, orthonormalising with that overlap is enough. If no invariant inner product is given, one can be made by averaging any inner product over the group, and a finite basis can then be orthonormalised with respect to the average. The averaging works for any finite group whose elements act complex-linearly or conjugate-linearly.

## Two kinds of symmetry operator

```lean
import Mathlib

open scoped ComplexConjugate InnerProductSpace

namespace AntiunitaryAveraging

noncomputable section

variable {G V : Type*} [Group G] [Fintype G] [NormedAddCommGroup V] [InnerProductSpace ℂ V]
```

Here $G$ is a finite group and $V$ a complex inner-product space, of any dimension for now. The product $\langle x,y\rangle$ is linear in $y$, as in Dirac notation.

```lean
/-- An additive map is complex-linear when scalars pass through it unchanged. -/
def IsLin (f : AddMonoid.End V) : Prop := ∀ (c : ℂ) (x : V), f (c • x) = c • f x
```

`AddMonoid.End V` is the type of maps $f:V\to V$ with $f(x+y)=f(x)+f(y)$. Such a map is complex-linear if $f(cx)=c\,f(x)$.

```lean
/-- An additive map is conjugate-linear when scalars come out complex-conjugated. -/
def IsConj (f : AddMonoid.End V) : Prop := ∀ (c : ℂ) (x : V), f (c • x) = conj c • f x
```

It is conjugate-linear if $f(cx)=\bar c\,f(x)$, as for time reversal. The name `IsConj` has nothing to do with conjugate elements of a group.

```lean
/-- A positive definite Hermitian inner product, linear in the second argument. -/
structure IsInnerProduct (B : V → V → ℂ) : Prop where
  conj_symm : ∀ x y, conj (B y x) = B x y
  add_right : ∀ x y z, B x (y + z) = B x y + B x z
  smul_right : ∀ x (c : ℂ) y, B x (c • y) = c * B x y
  pos : ∀ x, x ≠ 0 → 0 < (B x x).re
```

A function $B(x,y)$ counts as an inner product if it is Hermitian, linear in $y$, and positive for $x=y\neq0$. The last condition mentions only the real part because Hermiticity makes $B(x,x)$ real.

## The average

```lean
open Classical in
/-- The inner product seen through `f`: `⟨f x, f y⟩` if `f` is complex-linear, and
`⟨f y, f x⟩` otherwise. -/
def pullback (f : AddMonoid.End V) (x y : V) : ℂ :=
  if IsLin f then ⟪f x, f y⟫_ℂ else ⟪f y, f x⟫_ℂ
```

Write $P_f(x,y)$ for `pullback f x y`. It is $\langle fx,fy\rangle$ for linear $f$ and $\langle fy,fx\rangle$ otherwise. The theorems on invariance assume that each operator is of one of the two types.

```lean
/-- The average over the group of the inner products seen through its elements. -/
def avgInner (ρ : G →* AddMonoid.End V) (x y : V) : ℂ :=
  (((Fintype.card G : ℝ)⁻¹ : ℝ) : ℂ) * ∑ g, pullback (ρ g) x y
```

The average is
$$A(x,y)=\frac1{|G|}\sum_{g\in G}P_{\rho(g)}(x,y).$$
The letter $\rho$ is the group action, not a density matrix. It respects products exactly, so every $\rho(g)$ is invertible, with inverse $\rho(g^{-1})$. No extra phases are allowed: when time reversal squares to $-1$, $G$ has to be the double group.

```lean
theorem pullback_of_isLin {f : AddMonoid.End V} (h : IsLin f) (x y : V) :
    pullback f x y = ⟪f x, f y⟫_ℂ := if_pos h
```

For linear $f$ this is the first branch of the definition.

```lean
/-- Through a conjugate-linear map the inner product is seen with its arguments exchanged. -/
theorem pullback_of_isConj {f : AddMonoid.End V} (h : IsConj f) (x y : V) :
    pullback f x y = ⟪f y, f x⟫_ℂ := by
  unfold pullback
  split_ifs with hl
  · -- a map of both types vanishes
    have hz : ∀ z, f z = 0 := by
      intro z
      have e : Complex.I • f z = conj Complex.I • f z := (hl _ z).symm.trans (h _ z)
      rw [Complex.conj_I] at e
      have e2 : (2 * Complex.I) • f z = 0 := by
        linear_combination (norm := module) e
      exact (smul_eq_zero.mp e2).resolve_left (by simp)
    simp [hz]
  · rfl
```

For conjugate-linear $f$ the second branch applies, unless $f$ is also linear. In that case $i f(z)=f(iz)=-i f(z)$, so $2i f(z)=0$ and $f(z)=0$ for all $z$. Both branches then give zero. `split_ifs` separates the two cases.

```lean
/-- If `f` is complex-linear or conjugate-linear, composing it with a complex-linear map `k` keeps
the order of the arguments. -/
theorem pullback_comp_lin {f k : AddMonoid.End V} (hf : IsLin f ∨ IsConj f) (hk : IsLin k)
    (x y : V) : pullback f (k x) (k y) = pullback (f * k) x y := by
  rcases hf with hf | hf
  · have h : IsLin (f * k) := fun c x => by
      change f (k (c • x)) = c • f (k x)
      rw [hk, hf]
    exact (pullback_of_isLin hf _ _).trans (pullback_of_isLin h _ _).symm
  · have h : IsConj (f * k) := fun c x => by
      change f (k (c • x)) = conj c • f (k x)
      rw [hk, hf]
    exact (pullback_of_isConj hf _ _).trans (pullback_of_isConj h _ _).symm
```

The product `f * k` means "first $k$, then $f$". If $k$ is linear, $fk$ has the same type as $f$, and therefore $P_f(kx,ky)=P_{fk}(x,y)$.

```lean
/-- If `f` is complex-linear or conjugate-linear, composing it with a conjugate-linear map `k`
exchanges the arguments. -/
theorem pullback_comp_conj {f k : AddMonoid.End V} (hf : IsLin f ∨ IsConj f) (hk : IsConj k)
    (x y : V) : pullback f (k x) (k y) = pullback (f * k) y x := by
  rcases hf with hf | hf
  · have h : IsConj (f * k) := fun c x => by
      change f (k (c • x)) = conj c • f (k x)
      rw [hk, hf]
    exact (pullback_of_isLin hf _ _).trans (pullback_of_isConj h _ _).symm
  · have h : IsLin (f * k) := fun c x => by
      change f (k (c • x)) = c • f (k x)
      rw [hk, hf, Complex.conj_conj]
    exact (pullback_of_isConj hf _ _).trans (pullback_of_isLin h _ _).symm
```

If $k$ is conjugate-linear, $fk$ has the opposite type. For linear $f$,
$$P_f(kx,ky)=\langle fkx,fky\rangle=P_{fk}(y,x),$$
and for conjugate-linear $f$,
$$P_f(kx,ky)=\langle fky,fkx\rangle=P_{fk}(y,x).$$

## Positivity and invariance

```lean
/-- If every group element acts complex-linearly or conjugate-linearly, the group average is a
positive definite Hermitian inner product. -/
theorem avgInner_isInnerProduct (ρ : G →* AddMonoid.End V)
    (hρ : ∀ g, IsLin (ρ g) ∨ IsConj (ρ g)) : IsInnerProduct (avgInner ρ) where
  conj_symm x y := by
    unfold avgInner
    rw [map_mul, Complex.conj_ofReal, map_sum]
    congr 1
    refine Finset.sum_congr rfl fun g _ => ?_
    unfold pullback
    split_ifs <;> exact inner_conj_symm _ _
  add_right x y z := by
    unfold avgInner
    rw [← mul_add, ← Finset.sum_add_distrib]
    congr 1
    refine Finset.sum_congr rfl fun g _ => ?_
    unfold pullback
    split_ifs
    · rw [map_add, inner_add_right]
    · rw [map_add, inner_add_left]
  smul_right x c y := by
    unfold avgInner
    rw [mul_left_comm, Finset.mul_sum (a := c)]
    congr 1
    refine Finset.sum_congr rfl fun g _ => ?_
    rcases hρ g with h | h
    · rw [pullback_of_isLin h, pullback_of_isLin h, h, inner_smul_right]
    · rw [pullback_of_isConj h, pullback_of_isConj h, h, inner_smul_left, Complex.conj_conj]
  pos x hx := by
    have hn : ∀ g, (pullback (ρ g) x x).re = ‖ρ g x‖ ^ 2 := fun g => by
      unfold pullback
      rw [ite_self]
      exact inner_self_eq_norm_sq (𝕜 := ℂ) (ρ g x)
    unfold avgInner
    rw [Complex.re_ofReal_mul, Complex.re_sum]
    refine mul_pos (inv_pos.mpr (Nat.cast_pos.mpr Fintype.card_pos)) ?_
    -- the identity element already contributes a positive term
    refine Finset.sum_pos' (fun g _ => by rw [hn]; positivity) ⟨1, Finset.mem_univ _, ?_⟩
    have h1 : ρ 1 x = x := by rw [map_one]; rfl
    rw [hn, h1]
    exact pow_pos (norm_pos_iff.mpr hx) 2
```

Each property is checked term by term, which is the role of `Finset.sum_congr`. Hermiticity and additivity come from the original product. For a scalar and a conjugate-linear $g$, writing $gx$ for $\rho(g)x$,
$$\langle g(cy),gx\rangle=\langle \bar c\,gy,gx\rangle=c\,\langle gy,gx\rangle,$$
so exchanging the arguments restores linearity in $y$. For $x\neq0$,
$$A(x,x)=\frac1{|G|}\sum_g\|gx\|^2\ \ge\ \frac{\|x\|^2}{|G|}>0,$$
because the identity contributes $\|x\|^2$. `Finset.sum_pos'` asks for just this: no negative term and one positive term.

```lean
/-- For a finite group acting by complex-linear or conjugate-linear maps, the averaged form is an
inner product that linear elements preserve (unitary) and conjugate-linear elements preserve with
exchanged arguments (antiunitary). -/
theorem invariant_inner_product (ρ : G →* AddMonoid.End V)
    (hρ : ∀ g, IsLin (ρ g) ∨ IsConj (ρ g)) :
    IsInnerProduct (avgInner ρ) ∧
    (∀ h, IsLin (ρ h) → ∀ x y, avgInner ρ (ρ h x) (ρ h y) = avgInner ρ x y) ∧
    (∀ h, IsConj (ρ h) → ∀ x y, avgInner ρ (ρ h x) (ρ h y) = avgInner ρ y x) := by
  refine ⟨avgInner_isInnerProduct ρ hρ, fun h hh x y => ?_, fun h hh x y => ?_⟩
  -- in both cases the sum is reindexed by `g ↦ g * h`
  · have key : ∑ g, pullback (ρ g) (ρ h x) (ρ h y) = ∑ g, pullback (ρ g) x y := by
      refine (Finset.sum_congr rfl fun g _ => ?_).trans
        (Equiv.sum_comp (Equiv.mulRight h) fun g => pullback (ρ g) x y)
      change _ = pullback (ρ (g * h)) x y
      rw [map_mul]
      exact pullback_comp_lin (hρ g) hh x y
    unfold avgInner
    rw [key]
  · have key : ∑ g, pullback (ρ g) (ρ h x) (ρ h y) = ∑ g, pullback (ρ g) y x := by
      refine (Finset.sum_congr rfl fun g _ => ?_).trans
        (Equiv.sum_comp (Equiv.mulRight h) fun g => pullback (ρ g) y x)
      change _ = pullback (ρ (g * h)) y x
      rw [map_mul]
      exact pullback_comp_conj (hρ g) hh x y
    unfold avgInner
    rw [key]
```

This is the main theorem. The letter $h$ in its statement is a group element. If $h$ acts linearly,
$$A(hx,hy)=\frac1{|G|}\sum_gP_{gh}(x,y)=A(x,y),$$
since $gh$ runs once through the group as $g$ does. `Equiv.sum_comp` with `Equiv.mulRight h` performs this relabelling. If $h$ acts conjugate-linearly, the same steps give $A(hx,hy)=A(y,x)=\overline{A(x,y)}$, which is antiunitarity.

The hypotheses leave one physical step open: whether $A$ is the product that yields measured probabilities. That has to come from the system being described.

## Splitting off an invariant subspace

```lean
/-- The vectors orthogonal to a subspace `W` for the inner product `B`. -/
def orth {B : V → V → ℂ} (hB : IsInnerProduct B) (W : Submodule ℂ V) : Submodule ℂ V where
  carrier := {y | ∀ x ∈ W, B x y = 0}
  zero_mem' x _ := by simpa using hB.smul_right x 0 0
  add_mem' hy hz x hx := by rw [hB.add_right, hy x hx, hz x hx, add_zero]
  smul_mem' c y hy x hx := by rw [hB.smul_right, hy x hx, mul_zero]
```

`orth hB W` is $W^\perp=\{y: B(x,y)=0\text{ for all }x\in W\}$. The three remaining fields show that it is a complex subspace.

```lean
/-- In finite dimension a subspace and its orthogonal space for an inner product `B` are
complementary. -/
theorem isCompl_orth [FiniteDimensional ℂ V] {B : V → V → ℂ} (hB : IsInnerProduct B)
    (W : Submodule ℂ V) : IsCompl W (orth hB W) := by
  have hdef : ∀ x, B x x = 0 → x = 0 := fun x h => by
    by_contra hx
    have := hB.pos x hx
    simp [h] at this
  let b := Module.finBasis ℂ W
  -- overlaps with a basis of `W`
  let φ : V →ₗ[ℂ] (Fin (Module.finrank ℂ W) → ℂ) :=
    { toFun := fun y i => B (b i) y
      map_add' := fun y z => funext fun i => hB.add_right _ y z
      map_smul' := fun c y => funext fun i => hB.smul_right _ c y }
  have hφ : ∀ y, φ y = 0 → y ∈ orth hB W := by
    intro y hy x hx
    let L : W →ₗ[ℂ] ℂ :=
      { toFun := fun w => B y w
        map_add' := fun v w => hB.add_right y v w
        map_smul' := fun c w => hB.smul_right y c w }
    have hL : L = 0 := b.ext fun i => by
      change B y (b i) = 0
      have hi : B (b i) y = 0 := congrFun hy i
      rw [← hB.conj_symm, hi, map_zero]
    have hyx : B y x = 0 := LinearMap.congr_fun hL ⟨x, hx⟩
    rw [← hB.conj_symm, hyx, map_zero]
  have hinj : Function.Injective (φ.comp W.subtype) := by
    rw [injective_iff_map_eq_zero]
    intro w hw
    exact Subtype.ext (hdef w (hφ w hw w w.2))
  have hsurj := (LinearMap.injective_iff_surjective_of_finrank_eq_finrank (by simp)).mp hinj
  constructor
  · exact Submodule.disjoint_def.mpr fun x hx hx' => hdef x (hx' x hx)
  · rw [codisjoint_iff, eq_top_iff]
    intro v _
    obtain ⟨w, hw⟩ := hsurj (φ v)
    have hw' : φ (w : V) = φ v := hw
    exact Submodule.mem_sup.mpr ⟨w, w.2, v - w,
      hφ _ (by rw [map_sub, hw', sub_self]), add_sub_cancel _ _⟩
```

In this theorem and the next, $V$ is finite-dimensional. Take a basis $b_i$ of $W$ and collect the overlaps $\varphi(y)_i=B(b_i,y)$.

1. If $\varphi(y)=0$, then $B(y,\cdot)$ vanishes on the basis, hence on $W$, and $y\in W^\perp$.
2. If $w\in W$ and $\varphi(w)=0$, then $B(w,w)=0$ and $w=0$. So $\varphi$ is injective on $W$ and, by equality of dimensions, surjective from $W$ onto the overlap vectors.
3. For any $v$ there is therefore a $w\in W$ with $\varphi(w)=\varphi(v)$. Then $v=w+(v-w)$ with $v-w\in W^\perp$.

A vector in both subspaces has $B(x,x)=0$ and vanishes, so the two are complementary.

```lean
/-- Complete reducibility: for a finite group of complex-linear or conjugate-linear maps in finite
dimension, every invariant complex subspace has an invariant complementary subspace. -/
theorem exists_invariant_complement [FiniteDimensional ℂ V] (ρ : G →* AddMonoid.End V)
    (hρ : ∀ g, IsLin (ρ g) ∨ IsConj (ρ g)) (W : Submodule ℂ V)
    (hW : ∀ g, ∀ x ∈ W, ρ g x ∈ W) :
    ∃ U : Submodule ℂ V, IsCompl W U ∧ ∀ g, ∀ y ∈ U, ρ g y ∈ U := by
  obtain ⟨hB, hlin, hconj⟩ := invariant_inner_product ρ hρ
  refine ⟨orth hB W, isCompl_orth hB W, fun g y hy x hx => ?_⟩
  -- move `g` to the other argument as its inverse
  have hgx : ρ g (ρ g⁻¹ x) = x := by
    change (ρ g * ρ g⁻¹) x = x
    rw [← map_mul, mul_inv_cancel, map_one]
    rfl
  have h0 : avgInner ρ (ρ g⁻¹ x) y = 0 := hy _ (hW _ x hx)
  rw [← hgx]
  rcases hρ g with h | h
  · rw [hlin g h, h0]
  · rw [hconj g h, ← hB.conj_symm, h0, map_zero]
```

Let $W$ be invariant and take $U=W^\perp$ with respect to $A$. For $y\in U$ and $x\in W$, put $x'=g^{-1}x\in W$, so that $x=gx'$. Then $A(x,gy)=A(gx',gy)$ equals $A(x',y)=0$ or its complex conjugate, again zero. Hence $gy\in U$.

If a finite magnetic group maps the span of a finite basis into itself, repeating this splitting within the parts breaks the span into irreducible invariant subspaces. This alone does not make a Hamiltonian block-diagonal: one that commutes with the group can still couple subspaces that carry equivalent representations.

## When averaging changes nothing

```lean
/-- If the inner product seen through each group element (with arguments exchanged when the element
is not complex-linear) equals the original one, averaging returns the original. -/
theorem avgInner_eq_inner (ρ : G →* AddMonoid.End V)
    (h : ∀ g x y, pullback (ρ g) x y = ⟪x, y⟫_ℂ) (x y : V) :
    avgInner ρ x y = ⟪x, y⟫_ℂ := by
  have hc : (Fintype.card G : ℂ) ≠ 0 := Nat.cast_ne_zero.mpr Fintype.card_ne_zero
  simp only [avgInner, h, Finset.sum_const, Finset.card_univ, nsmul_eq_mul]
  rw [Complex.ofReal_inv, Complex.ofReal_natCast, inv_mul_cancel_left₀ hc]
```

If every $P_{\rho(g)}$ already equals the original product, the sum is $|G|$ equal terms, and dividing by $|G|$ returns $\langle x,y\rangle$. So if every element of the group is already unitary or antiunitary, averaging leaves the inner product unchanged.

## A reversal that stretches

```lean
/-- The map `(a, b) ↦ (2 b*, a*/2)` on two-component states. -/
def stretchedReversal : AddMonoid.End (EuclideanSpace ℂ (Fin 2)) :=
  AddMonoidHom.mk' (fun v => !₂[2 * conj (v 1), conj (v 0) / 2]) (by
    intro v w
    ext i
    fin_cases i <;> simp <;> ring)
```

On $\mathbb C^2$, with components numbered from 0, let $T(v_0,v_1)=(2\bar v_1,\ \bar v_0/2)$. The closing tactics check additivity.

```lean
/-- The two-element group `{1, -1}` acting with `-1` as the stretched reversal. -/
def stretchedAction : ℤˣ →* AddMonoid.End (EuclideanSpace ℂ (Fin 2)) where
  toFun u := if u = 1 then 1 else stretchedReversal
  map_one' := if_pos rfl
  map_mul' u v := by
    have hT : stretchedReversal * stretchedReversal = 1 := AddMonoidHom.ext fun v => by
      have h2 : conj (2 : ℂ) = 2 := by apply Complex.ext <;> simp
      change !₂[2 * conj (conj (v 0) / 2), conj (2 * conj (v 1)) / 2] = v
      ext i
      fin_cases i
      · change 2 * conj (conj (v 0) / 2) = v 0
        rw [map_div₀, Complex.conj_conj, h2]
        ring
      · change conj (2 * conj (v 1)) / 2 = v 1
        rw [map_mul, Complex.conj_conj, h2]
        ring
    have hne : (-1 : ℤˣ) ≠ 1 := by decide
    rcases Int.units_eq_one_or u with rfl | rfl <;>
      rcases Int.units_eq_one_or v with rfl | rfl <;> simp [hT, hne]
```

Applying $T$ twice gives $(2\,\overline{\bar v_0/2},\ \overline{2\bar v_1}/2)=(v_0,v_1)$. So $T^2=1$, unlike the time reversal of a single spin ½, which squares to $-1$. The group `ℤˣ`, that is $\{1,-1\}$, acts with $-1$ as $T$.

```lean
/-- In the stretched action every element is complex-linear or conjugate-linear, `-1` is
conjugate-linear, and it sends the first basis vector to a vector of length one half. -/
theorem stretchedAction_witness :
    (∀ u, IsLin (stretchedAction u) ∨ IsConj (stretchedAction u)) ∧
    IsConj (stretchedAction (-1)) ∧ ‖stretchedAction (-1) !₂[1, 0]‖ = 1 / 2 := by
  have hact : stretchedAction (-1) = stretchedReversal := by
    change (if (-1 : ℤˣ) = 1 then (1 : AddMonoid.End (EuclideanSpace ℂ (Fin 2)))
      else stretchedReversal) = stretchedReversal
    exact if_neg (by decide)
  have hc : IsConj (stretchedAction (-1)) := by
    rw [hact]
    intro c x
    change !₂[2 * conj (c * x 1), conj (c * x 0) / 2] =
      conj c • !₂[2 * conj (x 1), conj (x 0) / 2]
    ext i
    fin_cases i <;> simp <;> ring
  refine ⟨fun u => ?_, hc, ?_⟩
  · rcases Int.units_eq_one_or u with rfl | rfl
    · left
      rw [map_one]
      exact fun c x => rfl
    · exact Or.inr hc
  · rw [hact]
    change ‖!₂[2 * conj (0 : ℂ), conj (1 : ℂ) / 2]‖ = 1 / 2
    simp [EuclideanSpace.norm_eq, Fin.sum_univ_two]

end

end AntiunitaryAveraging
```

All hypotheses of the main theorem are satisfied, yet $T$ sends the unit vector $(1,0)$ to $(0,\tfrac12)$, of length $\tfrac12$, so it is not antiunitary for the usual product. Evaluating the average for this example by hand, a step that is not in the Lean code, gives $A(x,y)=\tfrac58\bar x_0y_0+\tfrac52\bar x_1y_1$. Both $(1,0)$ and its image then have squared length $\tfrac58$.

```lean
#print axioms AntiunitaryAveraging.invariant_inner_product
-- 'AntiunitaryAveraging.invariant_inner_product' depends on axioms: [propext, Classical.choice, Quot.sound]
#print axioms AntiunitaryAveraging.exists_invariant_complement
-- 'AntiunitaryAveraging.exists_invariant_complement' depends on axioms: [propext, Classical.choice, Quot.sound]
#print axioms AntiunitaryAveraging.avgInner_eq_inner
-- 'AntiunitaryAveraging.avgInner_eq_inner' depends on axioms: [propext, Classical.choice, Quot.sound]
```
